# For a constant gap, the n-th BSS-type iterate agrees with any power-series solution of the decoupling equation through order n in the inverse gap

Stop the iteration for a two-component Hamiltonian after two steps, and the result contains terms that are right and terms that are not. Let $t$ be the inverse gap between the electronic and positronic levels, and let $o, a, b, d$ be operators independent of $t$. The iteration $Y_{n+1} = t(o + dY_n - Y_na - Y_nbY_n)$ with $Y_0 = 0$ gives

$$Y_2 = t\,o + t^2(do - oa) - t^3\,obo .$$

The full cubic coefficient of a power-series solution is $d^2o - 2doa + oa^2 - obo$, so the cubic term of $Y_2$ is only a fragment. Without a rule for where the correct terms end, the order of such a scheme has no clear meaning.

For power series in $t$, the rule proved below is that $Y - Y_n$ is a multiple of $t^{n+1}$, provided that $t$ commutes with everything and $Y$ solves $Y = t(o + dY - Ya - YbY)$. In this formal model with a constant gap, it tells us which orders of a two-component Hamiltonian can be trusted after $n$ steps.

## The blocks and the iteration

```lean
import Mathlib

open Polynomial

namespace BSSIteration

section Algebra

variable {R : Type*} [Ring R]
```

`R` is any ring with a unit, and its multiplication need not commute. For the physics, think of power series in $t$ whose coefficients are operators on two-spinor space. There, being a multiple of $t^{n+1}$ means that all terms through $t^n$ vanish.

```lean
/-- The Riccati expression `o + dY - Ya - YbY` of the decoupling problem. -/
def riccati (o a b d Y : R) : R := o + d * Y - Y * a - Y * b * Y
```

A `def` introduces a name. This one takes the four blocks and a trial operator $Y$, and returns $F(Y) = o + dY - Ya - YbY$. The order of the factors matters throughout.

```lean
/-- The finite-order iterates: `Y₀ = 0` and `Yₙ₊₁ = t (o + dYₙ - Yₙa - YₙbYₙ)`. -/
def bssIterate (t o a b d : R) : ℕ → R
  | 0 => 0
  | n + 1 => t * riccati o a b d (bssIterate t o a b d n)
```

The iterates are defined by recursion on $n$: $Y_0 = 0$ and $Y_{n+1} = tF(Y_n)$. In Lean, $Y_n$ is written `bssIterate t o a b d n`.

```lean
/-- The block Hamiltonian in units of the gap: the lower level lies at `-1`, and all
other terms carry the expansion parameter `t`. -/
def hamiltonian (t o a b d : R) : Matrix (Fin 2) (Fin 2) R :=
  !![t * a, t * b; t * o, t * d - 1]
```

This is the Hamiltonian divided by the gap,

$$H = \begin{pmatrix} ta & tb \\ to & td - 1 \end{pmatrix}.$$

The upper level lies at $0$ and the lower at $-1$. The blocks $a$ and $d$ act within the upper and lower components, while $b$ and $o$ couple them. A physical Hamiltonian has $o = b^\dagger$, but the algebra does not use this. In the bare Dirac Hamiltonian the coupling grows linearly with the speed of light and the gap quadratically, so orders in $t$ counted with fixed blocks are not orders in the inverse speed of light. The indices in `Fin 2` are $0$ and $1$, so entry `1 0` is the lower left block.

```lean
/-- The Hamiltonian after the similarity transformation with lower block `Y`. -/
def transformed (t o a b d Y : R) : Matrix (Fin 2) (Fin 2) R :=
  !![1, 0; -Y, 1] * hamiltonian t o a b d * !![1, 0; Y, 1]
```

The outer factors are inverse to each other, so this is the similarity transformation $S^{-1}HS$ with $S = \begin{pmatrix} 1 & 0 \\ Y & 1\end{pmatrix}$. The Barysz–Sadlej–Snijders (BSS) method uses a unitary transformation, which needs a further normalisation. That normalisation is absent here, so the upper block is in general not Hermitian. BSS also begins with a free-particle transformation, after which the gap depends on momentum. An iteration that divides by such a gap is not covered by the theorems below that require $t$ to commute with everything.

## Decoupling as a fixed-point equation

```lean
/-- The four blocks of the transformed Hamiltonian; the lower left one is
`t (o + dY - Ya - YbY) - Y`. -/
theorem transformed_eq {t : R} (ht : ∀ x, t * x = x * t) (o a b d Y : R) :
    transformed t o a b d Y =
      !![t * (a + b * Y), t * b; t * riccati o a b d Y - Y, t * (d - Y * b) - 1] := by
  have h := ht Y
  have c00 : (1 * (t * a) + 0 * (t * o)) * 1 + (1 * (t * b) + 0 * (t * d - 1)) * Y
      = t * (a + b * Y) := by noncomm_ring
  have c01 : (1 * (t * a) + 0 * (t * o)) * 0 + (1 * (t * b) + 0 * (t * d - 1)) * 1
      = t * b := by noncomm_ring
  -- centrality of `t` enters in the lower row
  have c10 : (-Y * (t * a) + 1 * (t * o)) * 1 + (-Y * (t * b) + 1 * (t * d - 1)) * Y
      = t * riccati o a b d Y - Y := by
    unfold riccati
    linear_combination (norm := noncomm_ring) h * a + h * (b * Y)
  have c11 : (-Y * (t * a) + 1 * (t * o)) * 0 + (-Y * (t * b) + 1 * (t * d - 1)) * 1
      = t * (d - Y * b) - 1 := by
    linear_combination (norm := noncomm_ring) h * b
  unfold transformed hamiltonian
  rw [Matrix.mul_fin_two, Matrix.mul_fin_two, c00, c01, c10, c11]
```

A `theorem` lists its hypotheses before the colon and its claim after it. Here `ht` says that $t$ commutes with every element. By hand, the lower left block is

$$-Y(ta + tbY) + to + (td - 1)Y = t(o + dY - Ya - YbY) - Y,$$

where $Yt = tY$ was used twice. It vanishes exactly when $Y = tF(Y)$. The matrix is then block triangular, and the upper block $t(a + bY)$ acts as the two-component Hamiltonian.

The proof checks the four entries one at a time. The tactic `noncomm_ring` expands products without exchanging factors, and `linear_combination` supplies the needed multiples of the identity $tY = Yt$.

```lean
/-- The difference of two Riccati expressions is linear in `Y - Z`, with coefficients
that depend on `Y` and `Z`. -/
theorem riccati_sub (o a b d Y Z : R) :
    riccati o a b d Y - riccati o a b d Z =
      d * (Y - Z) - (Y - Z) * a - (Y - Z) * b * Y - Z * b * (Y - Z) := by
  unfold riccati
  noncomm_ring
```

For two trial operators $Y$ and $Z$, only the quadratic term needs care. Adding and subtracting $ZbY$ gives

$$YbY - ZbZ = (Y - Z)bY + Zb(Y - Z).$$

Every term of $F(Y) - F(Z)$ therefore contains the factor $Y - Z$ once explicitly.

## One update, one more power

```lean
/-- One update raises the order of a difference by at least one power of `t`. -/
theorem update_gains_order {t : R} (ht : ∀ x, t * x = x * t) (o a b d : R) {Y Z : R}
    {k : ℕ} (h : t ^ k ∣ Y - Z) :
    t ^ (k + 1) ∣ t * riccati o a b d Y - t * riccati o a b d Z := by
  obtain ⟨c, hc⟩ := h
  have hk : ∀ x, t ^ k * x = x * t ^ k := fun x =>
    ((show Commute t x from ht x).pow_left k).eq
  have hk' : ∀ x, x * (t ^ k * c) = t ^ k * (x * c) := fun x => by
    rw [← mul_assoc x, ← hk x, mul_assoc]
  refine ⟨d * c - c * a - c * b * Y - Z * b * c, ?_⟩
  rw [← mul_sub, riccati_sub, hc, hk' d, hk' (Z * b), pow_succ']
  simp only [mul_sub, mul_assoc]
```

Suppose $Y - Z = t^kc$. Inserting this into the previous identity and moving $t^k$ to the left, which is allowed because $t$ commutes with everything, gives

$$tF(Y) - tF(Z) = t^{k+1}(dc - ca - cbY - Zbc).$$

An error of order $k$ has become one of order $k+1$.

The proof turns on how Mathlib reads the divisibility sign. In a ring, `t ^ k ∣ x` means that some $c$ exists with $x = t^kc$, with the power on the left. A proof of divisibility is thus a pair, the cofactor and an equation. The line `obtain ⟨c, hc⟩ := h` opens the given pair, and `refine ⟨d * c - c * a - c * b * Y - Z * b * c, ?_⟩` offers the new cofactor, the bracket above. Only an equation remains, and `hk` and `hk'` prove it by carrying $t^k$ past other factors.

```lean
/-- Main theorem: the `n`-th iterate differs from a solution `Y` of the decoupling
equation by a multiple of `t ^ (n + 1)`. -/
theorem bssIterate_exact {t o a b d Y : R} (ht : ∀ x, t * x = x * t)
    (hY : Y = t * riccati o a b d Y) (n : ℕ) :
    t ^ (n + 1) ∣ Y - bssIterate t o a b d n := by
  induction n with
  | zero =>
    refine ⟨riccati o a b d Y, ?_⟩
    rw [zero_add, pow_one, ← hY]
    exact sub_zero Y
  | succ n ih =>
    have h := update_gains_order ht o a b d ih
    rw [← hY] at h
    exact h
```

This is the main theorem. The hypothesis `hY` says that $Y$ solves the decoupling equation; existence is assumed here. When the blocks are numbers and $b \ne 0$, the equation also has a second root, which behaves as $-1/(tb)$ for small $t$ and puts the lower level into the upper block. That root is not a power series in $t$, so the statement about orders does not apply to it. For $n = 0$, the difference is $Y - 0 = tF(Y)$, a multiple of $t$. If $Y - Y_n$ is a multiple of $t^{n+1}$, the update lemma makes $tF(Y) - tF(Y_n) = Y - Y_{n+1}$ a multiple of $t^{n+2}$. The two branches of `induction` are these two sentences, and `rw [← hY] at h` replaces $tF(Y)$ by $Y$.

The claim can fail if $t$ is not central. Let $E_{ij}$ be the real $2\times2$ matrix with a single $1$ in row $i$, column $j$, and take $t = E_{12}$, $d = E_{21}$, $o = a = b = 0$ and $Y = E_{11}$. Then $tF(Y) = E_{12}E_{21}E_{11} = E_{11} = Y$, so $Y$ is a solution, while every iterate is zero. But $t^2 = 0$, and $Y - Y_1 = E_{11}$ is not a multiple of zero.

## What remains in the Hamiltonian

```lean
/-- With the `n`-th iterate inserted, the lower left block is `Yₙ₊₁ - Yₙ`, a multiple of `t ^ (n +
1)`. -/
theorem residual_order {t : R} (ht : ∀ x, t * x = x * t) (o a b d : R) (n : ℕ) :
    transformed t o a b d (bssIterate t o a b d n) 1 0 =
        bssIterate t o a b d (n + 1) - bssIterate t o a b d n ∧
      t ^ (n + 1) ∣ transformed t o a b d (bssIterate t o a b d n) 1 0 := by
  have e : transformed t o a b d (bssIterate t o a b d n) 1 0 =
      bssIterate t o a b d (n + 1) - bssIterate t o a b d n := by
    rw [transformed_eq ht]
    rfl
  refine ⟨e, ?_⟩
  rw [e]
  clear e
  induction n with
  | zero => exact ⟨riccati o a b d 0, by simp [bssIterate]⟩
  | succ n ih => exact update_gains_order ht o a b d ih
```

The hypothesis `ht` stays, but no solution $Y$ is needed here. Inserting $Y_n$ into the lower left block gives $tF(Y_n) - Y_n = Y_{n+1} - Y_n$, which Lean accepts by `rfl`, since both sides agree by definition. The order follows by induction: $Y_1 - Y_0 = to$ is a multiple of $t$, and each update adds a power. The lower left block after $n$ steps is thus of order $t^{n+1}$, while the upper right block $tb$ is not changed by the transformation.

```lean
/-- The upper block obtained from the `n`-th iterate differs from the decoupled one by
a multiple of `t ^ (n + 2)`. -/
theorem upper_block_exact {t o a b d Y : R} (ht : ∀ x, t * x = x * t)
    (hY : Y = t * riccati o a b d Y) (n : ℕ) :
    t ^ (n + 2) ∣ transformed t o a b d Y 0 0 -
      transformed t o a b d (bssIterate t o a b d n) 0 0 := by
  obtain ⟨c, hc⟩ := bssIterate_exact ht hY n
  have hb : t ^ (n + 1) * b = b * t ^ (n + 1) :=
    ((show Commute t b from ht b).pow_left (n + 1)).eq
  have hp : t ^ (n + 2) = t * t ^ (n + 1) := pow_succ' t (n + 1)
  rw [transformed_eq ht, transformed_eq ht]
  refine ⟨b * c, ?_⟩
  change t * (a + b * Y) - t * (a + b * bssIterate t o a b d n) = _
  calc t * (a + b * Y) - t * (a + b * bssIterate t o a b d n)
      = t * (b * (Y - bssIterate t o a b d n)) := by noncomm_ring
    _ = t * (b * t ^ (n + 1) * c) := by rw [hc, mul_assoc b]
    _ = t ^ (n + 2) * (b * c) := by rw [← hb, hp]; simp only [mul_assoc]
```

Under the hypotheses of the main theorem, the upper block gains one more power. With $Y - Y_n = t^{n+1}c$,

$$t(a + bY) - t(a + bY_n) = tb\,t^{n+1}c = t^{n+2}bc .$$

The `calc` chain follows this line. Energies here are in units of the gap; in ordinary units the block is $a + bY_n$, with an error of order $t^{n+1}$.

```lean
/-- If powers of `t` beyond the `N`-th are dropped, the decoupling equation has exactly
one solution, the `N`-th iterate. -/
theorem truncated_solution {t : R} (ht : ∀ x, t * x = x * t) (o a b d : R) {N : ℕ}
    (hN : t ^ (N + 1) = 0) (Y : R) :
    Y = t * riccati o a b d Y ↔ Y = bssIterate t o a b d N := by
  constructor
  · intro hY
    have h := bssIterate_exact ht hY N
    rw [hN, zero_dvd_iff] at h
    exact sub_eq_zero.mp h
  · rintro rfl
    obtain ⟨e, h⟩ := residual_order ht o a b d N
    rw [e, hN, zero_dvd_iff] at h
    exact (sub_eq_zero.mp h).symm

end Algebra
```

Now suppose that $t$ commutes with everything and that $t^{N+1} = 0$, as for power series in which all higher terms are discarded. The sign `↔` means "if and only if". A solution $Y$ differs from $Y_N$ by a multiple of zero, so it equals $Y_N$. Conversely, $Y_{N+1} - Y_N$ is a multiple of zero, so $Y_N$ solves the equation. In such a ring the solution assumed in the main theorem therefore exists for any choice of blocks, and it is unique.

## A two-level model that attains the order

```lean
/-- Sharpness: for the two-level model with `o = b = d = 1`, `a = 0` over the real polynomials in
`X`, the lower left block left by `Yₙ` is not a multiple of `X ^ (n + 2)`. -/
theorem residual_order_sharp (n : ℕ) :
    ¬ (X : ℝ[X]) ^ (n + 2) ∣
      transformed (X : ℝ[X]) 1 0 1 1 (bssIterate (X : ℝ[X]) 1 0 1 1 n) 1 0 := by
  have hdiv : ∀ n, ∃ v, bssIterate (X : ℝ[X]) 1 0 1 1 n = X * v := by
    intro n
    cases n with
    | zero => exact ⟨0, by simp [bssIterate]⟩
    | succ k => exact ⟨_, rfl⟩
  -- the lowest-order coefficient of each correction is one
  have key : ∀ n, ∃ u, bssIterate (X : ℝ[X]) 1 0 1 1 (n + 1) -
      bssIterate (X : ℝ[X]) 1 0 1 1 n = X ^ (n + 1) * (1 + X * u) := by
    intro n
    induction n with
    | zero => exact ⟨0, by simp [bssIterate, riccati]⟩
    | succ n ih =>
      obtain ⟨u, hu⟩ := ih
      obtain ⟨v, hv⟩ := hdiv n
      obtain ⟨w, hw⟩ := hdiv (n + 1)
      refine ⟨u - (v + w) - X * u * (v + w), ?_⟩
      change X * riccati 1 0 1 1 (bssIterate (X : ℝ[X]) 1 0 1 1 (n + 1)) -
        X * riccati 1 0 1 1 (bssIterate (X : ℝ[X]) 1 0 1 1 n) = _
      rw [← mul_sub, riccati_sub, hu, hw, hv]
      ring
  obtain ⟨u, hu⟩ := key n
  rw [(residual_order (fun x => mul_comm X x) 1 0 1 1 n).1, hu]
  rintro ⟨c, hc⟩
  have h : 1 + X * u = X * c :=
    mul_left_cancel₀ (pow_ne_zero (n + 1) (X_ne_zero (R := ℝ)))
      (by linear_combination hc)
  have h0 := congrArg (Polynomial.eval 0) h
  simp at h0
```

The ring is now that of real polynomials in $X$, with $t = X$, and the Hamiltonian is the symmetric matrix $\begin{pmatrix} 0 & X \\ X & X - 1 \end{pmatrix}$. The theorem says that the lower left block left by $Y_n$ is not a multiple of $X^{n+2}$, so the order found above cannot be improved in general.

By hand, one shows $Y_{n+1} - Y_n = X^{n+1}(1 + Xu)$ for some polynomial $u$, which may depend on $n$. For $n = 0$ the difference is $X$. For the next step,

$$Y_{n+2} - Y_{n+1} = X\,(Y_{n+1} - Y_n)(1 - Y_{n+1} - Y_n),$$

and the last factor is again $1$ plus a multiple of $X$, because every iterate is a multiple of $X$. In the file, `hdiv` records that fact about the iterates and `key` is the induction. If $X^{n+2}$ divided the lower left block, cancelling $X^{n+1}$ would leave $1 + Xu = Xc$, which reads $1 = 0$ at $X = 0$.

## An error bound for a numerical gap

```lean
/-- Numerical counterpart: if the norm estimate of the update keeps the ball of radius
`r` and the solution `Y` lies in it, the error of `Yₙ` is at most
`(‖t‖ (‖d‖ + ‖a‖ + 2r‖b‖)) ^ n * r`. -/
theorem bssIterate_error_bound {A : Type*} [NormedRing A] {t o a b d Y : A} {r : ℝ}
    (hr : ‖t‖ * (‖o‖ + ‖d‖ * r + r * ‖a‖ + r * ‖b‖ * r) ≤ r)
    (hYr : ‖Y‖ ≤ r) (hY : Y = t * riccati o a b d Y) (n : ℕ) :
    ‖Y - bssIterate t o a b d n‖ ≤ (‖t‖ * (‖d‖ + ‖a‖ + 2 * r * ‖b‖)) ^ n * r := by
  -- all iterates stay in the ball
  have hball : ∀ n, ‖bssIterate t o a b d n‖ ≤ r := by
    intro n
    induction n with
    | zero => simpa [bssIterate] using (norm_nonneg Y).trans hYr
    | succ n ih =>
      exact (norm_mul_le_of_le le_rfl (norm_sub_le_of_le (norm_sub_le_of_le
        (norm_add_le_of_le le_rfl (norm_mul_le_of_le le_rfl ih))
        (norm_mul_le_of_le ih le_rfl))
        (norm_mul_le_of_le (norm_mul_le_of_le ih le_rfl) ih))).trans hr
  induction n with
  | zero => simpa [bssIterate] using hYr
  | succ n ih =>
    have e : Y - bssIterate t o a b d (n + 1) =
        t * (riccati o a b d Y - riccati o a b d (bssIterate t o a b d n)) := by
      rw [mul_sub, ← hY]
      rfl
    rw [e, riccati_sub]
    refine (norm_mul_le_of_le le_rfl (norm_sub_le_of_le (norm_sub_le_of_le
      (norm_sub_le_of_le (norm_mul_le_of_le le_rfl ih) (norm_mul_le_of_le ih le_rfl))
      (norm_mul_le_of_le (norm_mul_le_of_le ih le_rfl) hYr))
      (norm_mul_le_of_le (norm_mul_le_of_le (hball n) le_rfl) ih))).trans (le_of_eq ?_)
    ring

end BSSIteration
```

In a calculation $t$ is a nonzero number. It can be inverted, everything is a multiple of it, and divisibility says nothing. Norms take over. `NormedRing` covers, for example, the matrices of a finite basis set with an operator norm; unbounded operators need separate treatment.

The hypothesis `hr` is a smallness condition on all four blocks relative to the gap: if $\|Y\| \le r$, the estimate of $\|tF(Y)\|$ is again at most $r$. The solution is assumed to exist and to lie in this ball. Starting from zero, all iterates stay in it too, which is `hball`. The difference formula then gives

$$\|Y - Y_{n+1}\| \le q\,\|Y - Y_n\|, \qquad q = \|t\|\,(\|d\| + \|a\| + 2r\|b\|),$$

and since $\|Y - Y_0\| = \|Y\| \le r$, the error of $Y_n$ is at most $q^nr$. The nested norm lemmas apply the triangle and product inequalities term by term, and `ring` collects the factor $q$. The bound shrinks with $n$ only if $q < 1$, which is to be checked for the blocks at hand. Centrality of $t$ is not needed for this estimate.

```lean
#print axioms BSSIteration.bssIterate_exact
#print axioms BSSIteration.truncated_solution
#print axioms BSSIteration.residual_order_sharp
#print axioms BSSIteration.bssIterate_error_bound
```

```
'BSSIteration.bssIterate_exact' depends on axioms: [propext]
'BSSIteration.truncated_solution' depends on axioms: [propext, Classical.choice, Quot.sound]
'BSSIteration.residual_order_sharp' depends on axioms: [propext, Classical.choice, Quot.sound]
'BSSIteration.bssIterate_error_bound' depends on axioms: [propext, Classical.choice, Quot.sound]
```
